# Commuting checks, redundant checks and the logical-qubit count of binary hypergraph product codes

A script that sets up a stabilizer simulation of a hypergraph product code may build two binary check matrices, test that the checks commute, and find the ranks of the matrices to count the logical qubits. For this family, the checks commute for every input, and the ranks follow from the sizes and ranks of the two matrices from which the code is built.

Let A be an m × n matrix and B a p × q matrix over 𝔽₂, the field {0, 1} with 1 + 1 = 0. In Lean, m, n, p, q are finite index types; below, the same letters also denote their sizes.

```lean
import Mathlib

open Matrix Module
open scoped Kronecker

namespace HypergraphProductCode

local notation "𝔽₂" => ZMod 2

variable {m n p q : Type*} [Fintype m] [Fintype n] [Fintype p] [Fintype q]
```

A check matrix M defines a classical code, the words v with Mv = 0.

```lean
/-- The classical binary code with check matrix `M`: all words `v` with `M v = 0`. -/
abbrev codewords (M : Matrix m n 𝔽₂) : Submodule 𝔽₂ (n → 𝔽₂) :=
  LinearMap.ker M.mulVecLin
```

Write dim ker M for its dimension over 𝔽₂.

```lean
/-- The dimension of the kernel of `M` over the two-element field. -/
noncomputable def kerDim (M : Matrix m n 𝔽₂) : ℕ := finrank 𝔽₂ (codewords M)
```

The qubits form two rectangular blocks, n × q and m × p. Each row of the following matrix lists the qubits on which one X-type check acts; there are mq rows.

Hx = [A⊗1, 1⊗Bᵀ]

In NumPy this is `np.hstack([np.kron(A, Iq), np.kron(Im, B.T)])`, with `Iq` and `Im` the identity matrices.

```lean
/-- The X-type checks `[A ⊗ 1, 1 ⊗ Bᵀ]` of the hypergraph product code. -/
def xChecks [DecidableEq m] [DecidableEq q] (A : Matrix m n 𝔽₂) (B : Matrix p q 𝔽₂) :
    Matrix (m × q) ((n × q) ⊕ (m × p)) 𝔽₂ :=
  fromCols (A ⊗ₖ (1 : Matrix q q 𝔽₂)) ((1 : Matrix m m 𝔽₂) ⊗ₖ Bᵀ)
```

The np Z-type checks act on the same qubits.

Hz = [1⊗B, Aᵀ⊗1]

```lean
/-- The Z-type checks `[1 ⊗ B, Aᵀ ⊗ 1]` of the hypergraph product code. -/
def zChecks [DecidableEq n] [DecidableEq p] (A : Matrix m n 𝔽₂) (B : Matrix p q 𝔽₂) :
    Matrix (n × p) ((n × q) ⊕ (m × p)) 𝔽₂ :=
  fromCols ((1 : Matrix n n 𝔽₂) ⊗ₖ B) (Aᵀ ⊗ₖ (1 : Matrix p p 𝔽₂))
```

An X-type and a Z-type Pauli product commute exactly when their supports share an even number of qubits, so all checks commute exactly when Hx Hzᵀ = 0. Multiplying block by block gives

Hx Hzᵀ = (A⊗1)(1⊗Bᵀ) + (1⊗Bᵀ)(A⊗1) = A⊗Bᵀ + A⊗Bᵀ = 0.

The proof merges the Kronecker factors with `mul_kronecker_mul`, then cancels the equal terms with `CharTwo.add_self_eq_zero`.

```lean
/-- Every X-type check overlaps every Z-type check on an even number of qubits:
`Hx Hzᵀ = 0`. -/
theorem checks_commute [DecidableEq m] [DecidableEq n] [DecidableEq p] [DecidableEq q]
    (A : Matrix m n 𝔽₂) (B : Matrix p q 𝔽₂) :
    xChecks A B * (zChecks A B)ᵀ = 0 := by
  rw [xChecks, zChecks, transpose_fromCols, fromCols_mul_fromRows,
    ← kroneckerMap_transpose, ← kroneckerMap_transpose,
    ← mul_kronecker_mul, ← mul_kronecker_mul]
  simp only [transpose_one, transpose_transpose, Matrix.mul_one, Matrix.one_mul]
  -- both halves are `A ⊗ Bᵀ`, and they cancel modulo two
  ext i j
  exact CharTwo.add_self_eq_zero _
```

A redundancy among the X checks is a vector y with Hxᵀy = 0: the checks it selects multiply to the identity. Such a y will turn out to be an array y(i, j) whose columns lie in a code ker M and whose rows lie in a code ker N. To count these arrays, take a basis b_a of ker M and expand each column:

y(i, j) = Σ_a Z_a(j) b_a(i).

The row condition says Σ_j N(k, j) y(i, j) = 0 for all k and i. Since the b_a are independent, this means Σ_j N(k, j) Z_a(j) = 0 for each a, so every Z_a is a word of ker N. Conversely, any choice of such words gives an allowed array. There is one free word per basis vector, and the dimension is dim ker M · dim ker N.

In Lean, `Φ` sends the words Z_a to the array, `hinj` shows that it is injective, and `hrange` that its image is `S`, the space described by hypothesis `hS`.

```lean
/-- Two-dimensional arrays whose columns lie in the code of `M` and whose rows lie in the
code of `N` form a space of dimension `dim ker M * dim ker N`. -/
theorem finrank_product_code {r s : Type*} [Fintype r] [Fintype s]
    (M : Matrix r m 𝔽₂) (N : Matrix s q 𝔽₂) (S : Submodule 𝔽₂ (m × q → 𝔽₂))
    (hS : ∀ y, y ∈ S ↔ (∀ j, M *ᵥ (fun i => y (i, j)) = 0) ∧
      ∀ i, N *ᵥ (fun j => y (i, j)) = 0) :
    finrank 𝔽₂ S = kerDim M * kerDim N := by
  let b := Module.finBasis 𝔽₂ (codewords M)
  have key : ∀ (v : Fin (finrank 𝔽₂ (codewords M)) → 𝔽₂) (i : m),
      ((∑ a, v a • b a : codewords M) : m → 𝔽₂) i = ∑ a, v a * (b a).1 i := by
    intro v i
    simp
  -- one word of the row code for each basis word of the column code
  let Φ : (Fin (finrank 𝔽₂ (codewords M)) → codewords N) →ₗ[𝔽₂] (m × q → 𝔽₂) :=
    { toFun := fun Z x => ∑ a, (Z a).1 x.2 * (b a).1 x.1
      map_add' := by
        intro Z W
        funext x
        simp [add_mul, Finset.sum_add_distrib]
      map_smul' := by
        intro c Z
        funext x
        simp [Finset.mul_sum, mul_assoc] }
  have hinj : Function.Injective Φ := by
    rw [injective_iff_map_eq_zero]
    intro Z hZ
    funext a
    apply Subtype.ext
    funext j
    have h : ∑ a, (Z a).1 j • b a = 0 := by
      apply Subtype.ext
      funext i
      exact (key (fun a => (Z a).1 j) i).trans (congrFun hZ (i, j))
    exact Fintype.linearIndependent_iff.mp b.linearIndependent (fun a => (Z a).1 j) h a
  have hrange : LinearMap.range Φ = S := by
    ext y
    rw [hS]
    constructor
    · rintro ⟨Z, rfl⟩
      constructor
      · intro j
        have h : (fun i => Φ Z (i, j)) =
            ((∑ a, (Z a).1 j • b a : codewords M) : m → 𝔽₂) := by
          funext i
          exact (key (fun a => (Z a).1 j) i).symm
        rw [h]
        have hm : M.mulVecLin (∑ a, (Z a).1 j • b a : codewords M).1 = 0 :=
          (∑ a, (Z a).1 j • b a : codewords M).2
        exact hm
      · intro i
        have h : (fun j => Φ Z (i, j)) =
            ((∑ a, (b a).1 i • Z a : codewords N) : q → 𝔽₂) := by
          funext j
          simp [Φ, mul_comm]
        rw [h]
        have hm : N.mulVecLin (∑ a, (b a).1 i • Z a : codewords N).1 = 0 :=
          (∑ a, (b a).1 i • Z a : codewords N).2
        exact hm
    · rintro ⟨h1, h2⟩
      -- expand every column in the basis; the coefficients satisfy the row checks
      let c : q → codewords M := fun j => ⟨fun i => y (i, j), LinearMap.mem_ker.mpr (h1 j)⟩
      have hc : ∀ k, ∑ j, N k j • c j = 0 := by
        intro k
        apply Subtype.ext
        funext i
        have h := congrFun (h2 i) k
        simpa [c, Matrix.mulVec, dotProduct] using h
      refine ⟨fun a => ⟨fun j => b.coord a (c j), ?_⟩, ?_⟩
      · rw [LinearMap.mem_ker]
        funext k
        have h := congrArg (b.coord a) (hc k)
        simp only [map_sum, map_smul, smul_eq_mul, map_zero] at h
        exact h
      · funext x
        exact (key (fun a => b.repr (c x.2) a) x.1).symm.trans
          (congrArg (fun v : codewords M => v.1 x.1) (b.sum_repr (c x.2)))
  rw [← hrange, LinearMap.finrank_range_of_inj hinj, Module.finrank_pi_fintype,
    Finset.sum_const, Finset.card_univ, Fintype.card_fin, smul_eq_mul]
  rfl
```

For Hx, let a now label a column of A and b a row of B. The two blocks of Hxᵀy = 0 read

Σ_i A(i, a) y(i, j) = 0 and Σ_j B(b, j) y(i, j) = 0.

Columns lie in ker Aᵀ and rows in ker B, so the left kernel has dimension dim ker Aᵀ · dim ker B. The steps `hl` and `hr` compute these blocks.

```lean
/-- The left kernel of the X-type check matrix has dimension `dim ker Aᵀ * dim ker B`. -/
theorem x_redundancy [DecidableEq m] [DecidableEq q]
    (A : Matrix m n 𝔽₂) (B : Matrix p q 𝔽₂) :
    kerDim (xChecks A B)ᵀ = kerDim Aᵀ * kerDim B := by
  refine finrank_product_code Aᵀ B _ fun y => ?_
  have hl : ∀ a j, ((xChecks A B)ᵀ *ᵥ y) (Sum.inl (a, j)) =
      (Aᵀ *ᵥ fun i => y (i, j)) a := by
    intro a j
    simp [xChecks, Matrix.mulVec, dotProduct, Fintype.sum_prod_type, Matrix.one_apply]
  have hr : ∀ i b, ((xChecks A B)ᵀ *ᵥ y) (Sum.inr (i, b)) =
      (B *ᵥ fun j => y (i, j)) b := by
    intro i b
    simp [xChecks, Matrix.mulVec, dotProduct, Fintype.sum_prod_type_right, Matrix.one_apply]
  change (xChecks A B)ᵀ *ᵥ y = 0 ↔ _
  constructor
  · intro h
    exact ⟨fun j => funext fun a => (hl a j).symm.trans (congrFun h _),
      fun i => funext fun b => (hr i b).symm.trans (congrFun h _)⟩
  · rintro ⟨h1, h2⟩
    funext s
    rcases s with ⟨a, j⟩ | ⟨i, b⟩
    · exact (hl a j).trans (congrFun (h1 j) a)
    · exact (hr i b).trans (congrFun (h2 i) b)
```

For Hz, y is an n × p array with columns in ker A and rows in ker Bᵀ.

```lean
/-- The left kernel of the Z-type check matrix has dimension `dim ker A * dim ker Bᵀ`. -/
theorem z_redundancy [DecidableEq n] [DecidableEq p]
    (A : Matrix m n 𝔽₂) (B : Matrix p q 𝔽₂) :
    kerDim (zChecks A B)ᵀ = kerDim A * kerDim Bᵀ := by
  refine finrank_product_code A Bᵀ _ fun y => ?_
  have hl : ∀ a j, ((zChecks A B)ᵀ *ᵥ y) (Sum.inl (a, j)) =
      (Bᵀ *ᵥ fun b => y (a, b)) j := by
    intro a j
    simp [zChecks, Matrix.mulVec, dotProduct, Fintype.sum_prod_type_right, Matrix.one_apply]
  have hr : ∀ i b, ((zChecks A B)ᵀ *ᵥ y) (Sum.inr (i, b)) =
      (A *ᵥ fun a => y (a, b)) i := by
    intro i b
    simp [zChecks, Matrix.mulVec, dotProduct, Fintype.sum_prod_type, Matrix.one_apply]
  change (zChecks A B)ᵀ *ᵥ y = 0 ↔ _
  constructor
  · intro h
    exact ⟨fun b => funext fun i => (hr i b).symm.trans (congrFun h _),
      fun a => funext fun j => (hl a j).symm.trans (congrFun h _)⟩
  · rintro ⟨h1, h2⟩
    funext s
    rcases s with ⟨a, j⟩ | ⟨i, b⟩
    · exact (hl a j).trans (congrFun (h2 a) j)
    · exact (hr i b).trans (congrFun (h1 b) i)
```

Ranks enter through rank–nullity: rank M + dim ker M is the number of columns.

```lean
omit [Fintype m] in
/-- For a binary check matrix, rank plus kernel dimension is the number of columns. -/
theorem rank_add_kerDim (M : Matrix m n 𝔽₂) : M.rank + kerDim M = Fintype.card n := by
  have h := M.mulVecLin.finrank_range_add_finrank_ker
  rw [Module.finrank_fintype_fun_eq_card] at h
  exact h
```

Write dA, dA′, dB, dB′ for the kernel dimensions of A, Aᵀ, B, Bᵀ. A matrix and its transpose have equal rank, hence

rank Hx = mq − dA′dB, rank Hz = np − dA dB′,
n − m = dA − dA′, q − p = dB − dB′.

Each independent check halves the dimension of the space of encoded states, so the number of logical qubits is the number nq + mp of physical qubits minus both ranks. This is

(n − m)(q − p) + dA′dB + dA dB′
= (dA − dA′)(dB − dB′) + dA′dB + dA dB′
= dA dB + dA′dB′.

The final `linear_combination` performs this elimination over the integers.

```lean
/-- The number of physical qubits minus the numbers of independent X-type and Z-type checks
is `dim ker A * dim ker B + dim ker Aᵀ * dim ker Bᵀ`. -/
theorem logical_qubits [DecidableEq m] [DecidableEq n] [DecidableEq p] [DecidableEq q]
    (A : Matrix m n 𝔽₂) (B : Matrix p q 𝔽₂) :
    (Fintype.card ((n × q) ⊕ (m × p)) : ℤ) - (xChecks A B).rank - (zChecks A B).rank =
      kerDim A * kerDim B + kerDim Aᵀ * kerDim Bᵀ := by
  have hA := rank_add_kerDim A
  have hA' := rank_add_kerDim Aᵀ
  have hB := rank_add_kerDim B
  have hB' := rank_add_kerDim Bᵀ
  have hX := rank_add_kerDim (xChecks A B)ᵀ
  have hZ := rank_add_kerDim (zChecks A B)ᵀ
  rw [rank_transpose] at hA' hB'
  rw [rank_transpose, x_redundancy, Fintype.card_prod] at hX
  rw [rank_transpose, z_redundancy, Fintype.card_prod] at hZ
  rw [Fintype.card_sum, Fintype.card_prod, Fintype.card_prod]
  zify at hA hA' hB hB' hX hZ
  push_cast
  -- eliminate the ranks of `A` and `B` between each matrix and its transpose
  linear_combination -hX - hZ
    - ((Fintype.card q : ℤ) - Fintype.card p) * (hA - hA')
    - ((kerDim A : ℤ) - kerDim Aᵀ) * (hB - hB')

end HypergraphProductCode
```

```lean
#print axioms HypergraphProductCode.checks_commute
#print axioms HypergraphProductCode.logical_qubits
```

```
'HypergraphProductCode.checks_commute' depends on axioms: [propext, Classical.choice, Quot.sound]
'HypergraphProductCode.logical_qubits' depends on axioms: [propext, Classical.choice, Quot.sound]
```

As an example, let A = B have rows 110, 011, 101. The kernels of A and Aᵀ are both {000, 111}, so all four dimensions are 1. There are 18 qubits and 9 checks of each type, with one nonzero redundancy per type: the sum of all rows vanishes. Both ranks are 8, leaving 18 − 8 − 8 = 2 logical qubits. Ranks in code must be taken modulo 2: over the real numbers this A has rank 3, not 2.

The theorems concern finite binary matrices; reading them as statements about Pauli operators and encoded qubits uses the standard stabilizer dictionary, which the file does not formalise. Code distance, noise and decoding do not enter.
